# Splitting the two-electron matrix by $S_z$ lowers its cubic diagonalisation cost by a factor that tends to 32/5 in large basis sets

Two spatial orbitals give four spin orbitals, and two electrons can occupy them in six ways. One has both spins up, one has both spins down, and four have opposite spins. A $6\times6$ matrix that conserves $S_z$ therefore splits into blocks of sizes 1, 1 and 4. If diagonalisation costs the cube of the dimension, the whole matrix costs $216$ and the blocks cost $1+1+64=66$, a saving by a factor of $36/11\approx3.3$.

For $m$ spatial orbitals the full dimension is $m(2m-1)\approx 2m^2$, and the blocks have dimensions of about $m^2/2$, $m^2/2$ and $m^2$. The factor thus approaches $8/(\tfrac18+\tfrac18+1)=32/5$. In variational two-electron reduced density matrix (2-RDM) calculations, this estimates the saving in each diagonalisation of the pair matrix, provided that cost is purely cubic in the dimension.

## Basis states, spin sectors and costs

```lean
import Mathlib

open Finset Filter Topology

namespace SpinBlockingCost

noncomputable section

/-- The antisymmetric `p`-electron basis states over `m` spatial orbitals: sets of `p` distinct
spin orbitals, where the left copy of `Fin m` is spin up and the right copy is spin down. -/
def configs (m p : ℕ) : Finset (Finset (Fin m ⊕ Fin m)) := powersetCard p univ
```

`Fin m` is a set of $m$ orbital labels, and `Fin m ⊕ Fin m` is two copies of it, up and down. An antisymmetric basis state is fixed by which $p$ spin orbitals are occupied, so it is a $p$-element set. Here $p$ is the order of the reduced matrix ($p=2$ for pairs), not the number of electrons in the molecule.

```lean
/-- The spin sector with `k` electrons of spin up and `l` electrons of spin down. -/
def spinSector (m k l : ℕ) : Finset (Finset (Fin m ⊕ Fin m)) :=
  univ.filter fun s => s.toLeft.card = k ∧ s.toRight.card = l
```

A sector collects the states with $k$ up and $l$ down electrons; `toLeft` and `toRight` extract the two parts of a state.

```lean
/-- The spin projection of a basis state, in units of ħ: half the number of up electrons minus
half the number of down electrons. -/
def sz {m : ℕ} (s : Finset (Fin m ⊕ Fin m)) : ℂ :=
  ((s.toLeft.card : ℂ) - (s.toRight.card : ℂ)) / 2
```

This is $S_z=(n_\uparrow-n_\downarrow)/2$ in units of $\hbar$, as a complex number because the matrices below are complex.

```lean
/-- The cubic diagonalisation cost of a matrix on the whole `p`-electron space. -/
def fullCost (m p : ℕ) : ℝ := ((configs m p).card : ℝ) ^ 3
```

The full cost is the cube of the number of basis states.

```lean
/-- The summed cubic diagonalisation costs of the spin blocks of the `p`-electron space. -/
def blockCost (m p : ℕ) : ℝ :=
  ∑ q ∈ antidiagonal p, ((spinSector m q.1 q.2).card : ℝ) ^ 3
```

`antidiagonal p` is the set of pairs $(k,l)$ with $k+l=p$, so the block cost is the sum of the cubed sector dimensions. That a real solver's running time follows these cubes, with one prefactor for all sizes, is the step from the model to the machine that remains an assumption.

## Counting the states

```lean
/-- The `p`-electron space over `m` spatial orbitals has dimension `2m` choose `p`. -/
theorem card_configs (m p : ℕ) : (configs m p).card = (2 * m).choose p := by
  rw [configs, card_powersetCard, card_univ, Fintype.card_sum, Fintype.card_fin, two_mul]
```

Choosing $p$ of $2m$ spin orbitals gives $\binom{2m}{p}$ states.

```lean
/-- A spin sector has dimension `m` choose `k` times `m` choose `l`. -/
theorem card_spinSector (m k l : ℕ) :
    (spinSector m k l).card = m.choose k * m.choose l := by
  -- a state is the same thing as its up part together with its down part
  have h : (spinSector m k l).card =
      (powersetCard k (univ : Finset (Fin m)) ×ˢ powersetCard l (univ : Finset (Fin m))).card :=
    Finset.card_bij' (fun s _ => (s.toLeft, s.toRight)) (fun q _ => q.1.disjSum q.2)
      (fun s hs => by simpa [spinSector, mem_powersetCard] using hs)
      (fun q hq => by simpa [spinSector, mem_powersetCard] using hq)
      (fun s _ => by simp [Finset.toLeft_disjSum_toRight])
      (fun q _ => by simp)
  rw [h, card_product, card_powersetCard, card_powersetCard, card_univ, Fintype.card_fin]
```

Choosing the up and down parts independently gives $\binom mk\binom ml$. The proof supplies the map from a state to its two parts and the map that joins them again; `Finset.card_bij'` concludes that both sets have the same size.

## Conserving $S_z$ means having blocks

```lean
/-- A matrix on the `p`-electron space commutes with the spin projection exactly when all its
entries between states with different numbers of up electrons vanish. -/
theorem commute_sz_iff_block_diagonal {m p : ℕ} (D : Matrix (configs m p) (configs m p) ℂ) :
    D * Matrix.diagonal (fun s => sz s.1) = Matrix.diagonal (fun s => sz s.1) * D ↔
      ∀ s t, s.1.toLeft.card ≠ t.1.toLeft.card → D s t = 0 := by
  have hcard : ∀ s : configs m p, s.1.toLeft.card + s.1.toRight.card = p := fun s => by
    rw [Finset.card_toLeft_add_card_toRight]
    exact (mem_powersetCard.mp s.2).2
  constructor
  · intro hD s t hst
    have h := congrFun (congrFun hD s) t
    rw [Matrix.mul_diagonal, Matrix.diagonal_mul] at h
    have hs : (s.1.toLeft.card : ℂ) + (s.1.toRight.card : ℂ) = p := by exact_mod_cast hcard s
    have ht : (t.1.toLeft.card : ℂ) + (t.1.toRight.card : ℂ) = p := by exact_mod_cast hcard t
    by_contra h0
    apply hst
    -- a nonzero entry forces equal spin projections
    have e : sz t.1 = sz s.1 := mul_left_cancel₀ h0 (h.trans (mul_comm _ _))
    unfold sz at e
    have hc : (s.1.toLeft.card : ℂ) = (t.1.toLeft.card : ℂ) := by
      linear_combination hs / 2 - ht / 2 - e
    exact_mod_cast hc
  · intro H
    ext s t
    rw [Matrix.mul_diagonal, Matrix.diagonal_mul]
    by_cases h : s.1.toLeft.card = t.1.toLeft.card
    · have hr : s.1.toRight.card = t.1.toRight.card := by
        have h1 := hcard s
        have h2 := hcard t
        omega
      have e : sz s.1 = sz t.1 := by
        unfold sz
        rw [h, hr]
      rw [e, mul_comm]
    · rw [H s t h, zero_mul, mul_zero]
```

Let $D$ be any complex matrix on the $p$-electron space, and let $\sigma_s$ be the spin projection of state $s$. The $(s,t)$ entry of $DS_z=S_zD$ reads

$$D_{st}\,\sigma_t=\sigma_s\,D_{st}.$$

If $D_{st}\neq0$, then $\sigma_s=\sigma_t$. Both states hold $p$ electrons, so they also have equal numbers of up electrons. Conversely, if $D$ vanishes between different up-numbers, both sides agree for every entry. The two halves of the Lean proof are these two directions, and `hcard` records that the up and down numbers add up to $p$.

Physically, the condition holds for the reduced density matrix of a state with definite $S_z$.

## The limit for many orbitals

```lean
/-- For many orbitals, `m` choose `k` grows like `m ^ k / k!`. -/
theorem tendsto_choose_div_pow (k : ℕ) :
    Tendsto (fun m : ℕ => (m.choose k : ℝ) / (m : ℝ) ^ k) atTop
      (𝓝 (1 / (k.factorial : ℝ))) := by
  induction k with
  | zero => simp
  | succ k ih =>
    have h1 : Tendsto (fun m : ℕ => (1 - (k : ℝ) / (m : ℝ)) / ((k : ℝ) + 1)) atTop
        (𝓝 ((1 - 0) / ((k : ℝ) + 1))) :=
      (tendsto_const_nhds.sub (tendsto_const_div_atTop_nhds_zero_nat (k : ℝ))).div_const _
    have h2 := ih.mul h1
    have e : 1 / (k.factorial : ℝ) * ((1 - 0) / ((k : ℝ) + 1)) =
        1 / ((k + 1).factorial : ℝ) := by
      rw [Nat.factorial_succ, Nat.cast_mul, Nat.cast_add, Nat.cast_one, sub_zero,
        div_mul_div_comm, one_mul, mul_comm (k.factorial : ℝ)]
    rw [e] at h2
    refine h2.congr' ?_
    filter_upwards [eventually_ge_atTop (k + 1)] with m hm
    have hm0 : (m : ℝ) ≠ 0 := Nat.cast_ne_zero.mpr (by omega)
    have hk : (k : ℝ) + 1 ≠ 0 := by positivity
    have hc : (m.choose (k + 1) : ℝ) * ((k : ℝ) + 1) = m.choose k * ((m : ℝ) - k) := by
      have := Nat.choose_succ_right_eq m k
      rw [← Nat.cast_sub (by omega : k ≤ m)]
      exact_mod_cast this
    rw [eq_div_of_mul_eq hk hc, pow_succ]
    field_simp
```

The claim is $\binom mk/m^k\to1/k!$. It is trivial for $k=0$. For the induction step, $(k+1)\binom m{k+1}=(m-k)\binom mk$ gives

$$\frac{\binom m{k+1}}{m^{k+1}}=\frac{\binom mk}{m^k}\cdot\frac{1-k/m}{k+1}\;\longrightarrow\;\frac1{k!}\cdot\frac1{k+1}=\frac1{(k+1)!}.$$

In the code, `h1` is the limit of the second factor, `ih.mul h1` multiplies the limits, and `hc` is the binomial identity.

```lean
/-- For `p`-electron matrices of any order, the ratio of full to spin-blocked diagonalisation
cost tends to `8 ^ p` over the sum of the cubed binomial coefficients of `p`, as the number of
spatial orbitals grows. -/
theorem tendsto_cost_ratio (p : ℕ) :
    Tendsto (fun m => fullCost m p / blockCost m p) atTop
      (𝓝 (8 ^ p / ∑ q ∈ antidiagonal p, (p.choose q.1 : ℝ) ^ 3)) := by
  have h2m : Tendsto (fun m : ℕ => 2 * m) atTop atTop :=
    tendsto_atTop_mono (fun m => by show m ≤ 2 * m; omega) tendsto_id
  -- the full dimension in units of `m ^ p`
  have hF : Tendsto (fun m : ℕ => ((2 * m).choose p : ℝ) / (m : ℝ) ^ p) atTop
      (𝓝 (1 / (p.factorial : ℝ) * 2 ^ p)) := by
    refine (((tendsto_choose_div_pow p).comp h2m).mul_const ((2 : ℝ) ^ p)).congr fun m => ?_
    simp only [Function.comp_apply, Nat.cast_mul, Nat.cast_ofNat, mul_pow]
    rw [div_mul_eq_mul_div, mul_comm ((2 : ℝ) ^ p), mul_div_mul_right _ _ (by positivity)]
  -- the block costs in units of `m ^ (3 p)`
  have hB : Tendsto (fun m : ℕ => ∑ q ∈ antidiagonal p,
      ((m.choose q.1 : ℝ) / (m : ℝ) ^ q.1 * ((m.choose q.2 : ℝ) / (m : ℝ) ^ q.2)) ^ 3) atTop
      (𝓝 (∑ q ∈ antidiagonal p,
        (1 / (q.1.factorial : ℝ) * (1 / (q.2.factorial : ℝ))) ^ 3)) :=
    tendsto_finsetSum _ fun q _ =>
      ((tendsto_choose_div_pow q.1).mul (tendsto_choose_div_pow q.2)).pow 3
  have hS : ∑ q ∈ antidiagonal p, (1 / (q.1.factorial : ℝ) * (1 / (q.2.factorial : ℝ))) ^ 3 =
      (∑ q ∈ antidiagonal p, (p.choose q.1 : ℝ) ^ 3) * (1 / (p.factorial : ℝ)) ^ 3 := by
    rw [Finset.sum_mul]
    refine Finset.sum_congr rfl fun q hq => ?_
    have h : (p.choose q.1 : ℝ) * q.1.factorial * q.2.factorial = p.factorial := by
      rw [← mem_antidiagonal.mp hq, Nat.choose_symm_add]
      exact_mod_cast Nat.add_choose_mul_factorial_mul_factorial q.1 q.2
    rw [← mul_pow]
    congr 1
    rw [div_mul_div_comm, mul_one_div, div_eq_div_iff (by positivity) (by positivity)]
    linear_combination -h
  have hpos : 0 < ∑ q ∈ antidiagonal p, (p.choose q.1 : ℝ) ^ 3 := by
    refine Finset.sum_pos (fun q hq => ?_) ⟨(0, p), by simp⟩
    have hq' := mem_antidiagonal.mp hq
    exact pow_pos (Nat.cast_pos.mpr (Nat.choose_pos (by omega))) 3
  have hf : (1 / (p.factorial : ℝ)) ^ 3 ≠ 0 := by positivity
  have h8 : ((2 : ℝ) ^ p) ^ 3 = 8 ^ p := by
    rw [← pow_mul, mul_comm, pow_mul]
    norm_num
  rw [hS] at hB
  have h := (hF.pow 3).div hB (mul_ne_zero hpos.ne' hf)
  rw [mul_pow, mul_comm (∑ q ∈ antidiagonal p, (p.choose q.1 : ℝ) ^ 3),
    mul_div_mul_left _ _ hf, h8] at h
  refine h.congr' ?_
  filter_upwards [eventually_ge_atTop 1] with m hm
  have hm0 : (m : ℝ) ≠ 0 := Nat.cast_ne_zero.mpr (by omega)
  have hb : ∑ q ∈ antidiagonal p,
      ((m.choose q.1 : ℝ) / (m : ℝ) ^ q.1 * ((m.choose q.2 : ℝ) / (m : ℝ) ^ q.2)) ^ 3 =
      blockCost m p / ((m : ℝ) ^ p) ^ 3 := by
    rw [blockCost, Finset.sum_div]
    refine Finset.sum_congr rfl fun q hq => ?_
    rw [div_mul_div_comm, ← pow_add, mem_antidiagonal.mp hq, div_pow, card_spinSector,
      Nat.cast_mul]
  simp only [Pi.div_apply]
  rw [hb, div_pow, div_div_div_cancel_right₀ (pow_ne_zero 3 (pow_ne_zero p hm0)), fullCost,
    card_configs]
```

Divide both costs by $m^{3p}$. The full dimension satisfies

$$\frac{\binom{2m}p}{m^p}=2^p\,\frac{\binom{2m}p}{(2m)^p}\to\frac{2^p}{p!},$$

which is `hF`. For a block with $k+l=p$,

$$\frac{\binom mk\binom ml}{m^p}\to\frac1{k!\,l!}=\frac1{p!}\binom pk.$$

Cubing and summing over the blocks gives `hB`, and `hS` extracts the common factor $1/(p!)^3$. It cancels in the quotient:

$$\frac{\text{full cost}}{\text{block cost}}\to\frac{8^p}{\sum_{k=0}^p\binom pk^3}.$$

The sum is positive (`hpos`), so the limits may be divided.

### Equality from some $m$ onwards

Both limit proofs end with the same device. `Tendsto f atTop (𝓝 a)` says that $f(m)\to a$ as $m\to\infty$. The limit is first proved for an expression built from known limits, and `congr'` then transfers it to the wanted expression, requiring the two to agree only for all sufficiently large $m$. The line `filter_upwards [eventually_ge_atTop 1] with m hm` turns that requirement into ordinary algebra for one fixed $m\ge1$, where the powers of $m$ can be cancelled. In the binomial limit the threshold is $k+1$, which also makes $m-k$ a genuine subtraction of natural numbers.

## Pairs of electrons

```lean
/-- For electron pairs the full cost is the cube of `m(2m-1)`, and the spin-blocked cost is the sum
of the cubes of `m(m-1)/2`, `m(m-1)/2` and `m²`. -/
theorem pair_costs (m : ℕ) :
    fullCost m 2 = ((m : ℝ) * (2 * m - 1)) ^ 3 ∧
    blockCost m 2 = ((m : ℝ) * (m - 1) / 2) ^ 3 + ((m : ℝ) * (m - 1) / 2) ^ 3
      + ((m : ℝ) ^ 2) ^ 3 := by
  constructor
  · rw [fullCost, card_configs, Nat.cast_choose_two]
    push_cast
    ring
  · simp only [blockCost, card_spinSector]
    rw [show antidiagonal 2 = {(0, 2), (1, 1), (2, 0)} from rfl,
      Finset.sum_insert (by decide), Finset.sum_insert (by decide), Finset.sum_singleton]
    simp only [Nat.choose_zero_right, Nat.choose_one_right, Nat.cast_mul, Nat.cast_one,
      Nat.cast_choose_two]
    ring
```

For $p=2$ the sectors $(0,2)$, $(1,1)$ and $(2,0)$ have dimensions $m(m-1)/2$, $m^2$ and $m(m-1)/2$, and the full dimension is $\binom{2m}2=m(2m-1)$. The proof lists the three sectors and inserts the binomial formulas. At $m=1$ the two parallel-spin blocks are empty, as the Pauli principle demands.

```lean
/-- Spin blocking of the pair matrix reduces the cubic diagonalisation cost by a factor that
tends to `32/5` as the number of spatial orbitals grows. -/
theorem tendsto_pair_cost_ratio :
    Tendsto (fun m => fullCost m 2 / blockCost m 2) atTop (𝓝 (32 / 5)) := by
  have h := tendsto_cost_ratio 2
  have e : (8 : ℝ) ^ 2 / ∑ q ∈ antidiagonal 2, (Nat.choose 2 q.1 : ℝ) ^ 3 = 32 / 5 := by
    rw [show antidiagonal 2 = {(0, 2), (1, 1), (2, 0)} from rfl,
      Finset.sum_insert (by decide), Finset.sum_insert (by decide), Finset.sum_singleton]
    norm_num [Nat.choose]
  rwa [e] at h
```

Setting $p=2$ in the general limit gives $8^2/(1^3+2^3+1^3)=64/10=32/5$.

```lean
/-- With at least one spatial orbital, the full pair cost is strictly less than `32/5` times the
spin-blocked cost. -/
theorem pair_cost_lt (m : ℕ) (hm : 1 ≤ m) : fullCost m 2 < 32 / 5 * blockCost m 2 := by
  rw [(pair_costs m).1, (pair_costs m).2]
  have h1 : (1 : ℝ) ≤ m := by exact_mod_cast hm
  have h2 : 0 < 36 * (m : ℝ) ^ 2 - 6 * m - 3 := by nlinarith
  -- the difference of the two sides, in factored form
  have key : 0 < (m : ℝ) ^ 3 * (36 * (m : ℝ) ^ 2 - 6 * m - 3) / 5 := by positivity
  linarith [key]

end

end SpinBlockingCost
```

In any basis with at least one orbital, the saving stays strictly below $32/5$. Inserting the pair costs and expanding gives

$$\frac{32}5\left[2\left(\frac{m(m-1)}2\right)^3+m^6\right]-\bigl(m(2m-1)\bigr)^3=\frac{m^3(36m^2-6m-3)}5.$$

For $m\ge1$ the bracket on the right is at least $36m-6m-3\ge27$, so the difference is positive. `nlinarith` proves that the bracket is positive, `key` states the positivity of the whole difference, and `linarith` matches it to the claim. At $m=0$ both costs vanish and the strict inequality fails.

```lean
#print axioms SpinBlockingCost.commute_sz_iff_block_diagonal
#print axioms SpinBlockingCost.tendsto_pair_cost_ratio
#print axioms SpinBlockingCost.pair_cost_lt
```

```
'SpinBlockingCost.commute_sz_iff_block_diagonal' depends on axioms: [propext, Classical.choice, Quot.sound]
'SpinBlockingCost.tendsto_pair_cost_ratio' depends on axioms: [propext, Classical.choice, Quot.sound]
'SpinBlockingCost.pair_cost_lt' depends on axioms: [propext, Classical.choice, Quot.sound]
```
